# Number-state amplitudes after J applications of the oscillator raising operator

For a single oscillator mode, `raise_pow_apply` gives the amplitudes of c^J f, where c is the raising operator, c e_n = √(n+1) e_(n+1), and f is any finite combination of number states, not necessarily normalised. The amplitude of c^J f on state n+J is √((n+J)!/n!) times that of f on state n, and the amplitudes on the lowest J states vanish. The result is not normalised either: c^J e_n has norm √((n+J)!/n!), and dividing by this gives e_(n+J). The attempt first proves the rule for one raising step, by linearity from the number states, and then uses induction on J.

In Lean, a first try:

```lean
import Mathlib

open Module

namespace ChiralMultilayerLandau

noncomputable section

/-- The oscillator space: finitely supported complex amplitudes on the number states. -/
abbrev Fock := ℕ →₀ ℂ

/-- The square root of a natural number, as a complex amplitude. -/
def root (n : ℕ) : ℂ := (Real.sqrt (n : ℝ) : ℂ)

/-- The raising operator `c`, with `c e_n = √(n+1) e_(n+1)`. -/
def raise : Module.End ℂ Fock :=
  Finsupp.linearCombination ℂ fun n : ℕ => (Finsupp.single (n + 1) (root (n + 1)) : Fock)

/-- One more layer multiplies the ladder weight by `√(n+J+1)`. -/
theorem weight_succ (J n : ℕ) : root ((n + (J + 1)).descFactorial (J + 1)) =
    root (n + J + 1) * root ((n + J).descFactorial J) := by
  rw [← add_assoc n J 1, Nat.succ_descFactorial_succ]
  simp only [root]
  rw [Nat.cast_mul, Real.sqrt_mul (Nat.cast_nonneg _), Complex.ofReal_mul]

/-- The amplitudes of `c^J f`: those of `f` moved up by `J` steps with the ladder weight,
and zero on the lowest `J` number states. -/
theorem raise_pow_apply (J : ℕ) (f : Fock) :
    (∀ n, (raise ^ J) f (n + J) = root ((n + J).descFactorial J) * f n) ∧
      ∀ m < J, (raise ^ J) f m = 0 := by
  -- a single raising step, checked on number states
  have h1 : ∀ (g : Fock), raise g 0 = 0 ∧ ∀ m, raise g (m + 1) = root (m + 1) * g m := by
    intro g
    refine Finsupp.induction_linear g ?_ ?_ ?_
    · simp
    · intro p q hp hq
      refine ⟨by rw [map_add, Finsupp.add_apply, hp.1, hq.1, add_zero], fun m => ?_⟩
      rw [map_add, Finsupp.add_apply, Finsupp.add_apply, hp.2, hq.2, mul_add]
    · intro k z
      rw [raise, Finsupp.linearCombination_single]
      refine ⟨by simp [Finsupp.single_apply], fun m => ?_⟩
      rw [Finsupp.smul_apply, smul_eq_mul, Finsupp.single_apply, Finsupp.single_apply]
      simp only [add_left_inj]
      split_ifs with h
      · subst h; ring
      · ring
  induction J with
  | zero => simp [root]
  | succ J ih =>
    rw [pow_succ']
    refine ⟨fun n => ?_, fun m hm => ?_⟩
    · rw [Module.End.mul_apply, weight_succ, ← add_assoc n J 1, (h1 _).2, ih.1]
      ring
    · rw [Module.End.mul_apply]
      cases m with
      | zero => exact (h1 _).1
      | succ m => rw [(h1 _).2, ih.2 m (by omega), mul_zero]

end

end ChiralMultilayerLandau
```

The compiler's answer:

```
Main.lean:38:10: error(lean.synthInstanceFailed): failed to synthesize instance of type class
  AddHomClass Fock ℕ ℂ

Hint: Type class instance resolution failures can be inspected with the `set_option trace.Meta.synthInstance true` command.
Main.lean:38:38: error: Tactic `rewrite` failed: Did not find an occurrence of the pattern
  (?g₁ + ?g₂) ?a
in the target expression
  (raise (p + q)) m + (raise (p + q)) 1 = root (m + 1) * (p m + q m)

case refine_2
J : ℕ
f g : Fock
p q : ℕ →₀ ℂ
hp : (raise p) 0 = 0 ∧ ∀ (m : ℕ), (raise p) (m + 1) = root (m + 1) * p m
hq : (raise q) 0 = 0 ∧ ∀ (m : ℕ), (raise q) (m + 1) = root (m + 1) * q m
m : ℕ
⊢ (raise (p + q)) m + (raise (p + q)) 1 = root (m + 1) * (p m + q m)
Main.lean:41:23: warning: This simp argument is unused:
  Finsupp.single_apply

Hint: Omit it from the simp argument list.
  [apply] simp

Note: This linter can be disabled with `set_option linter.unusedSimpArgs false`
```

Cause. The error arises in the additivity step for a single raising. `map_add` was meant to split `raise (p + q)` into `raise p + raise q`. But the goal evaluates that vector at `m + 1`, and a finitely supported function is also applied like a map, so `rw` matched the outer application and took `raise (p + q)` as the map and `m + 1` as the sum. That would need amplitudes to be additive in the state's index, hence the failed search for `AddHomClass Fock ℕ ℂ`.

The second error follows from the first. In the wrongly rewritten goal, the first `Finsupp.add_apply` used up the only sum of functions being evaluated, `(p + q) m`, and the second found none.

Writing `map_add raise p q` fixes the map and both summands, so the two uses of `Finsupp.add_apply` have `(raise p + raise q) (m + 1)` and `(p + q) m` to expand.

Dropping `Finsupp.single_apply` from the `simp` call is mere tidying: Lean had only warned that it was unused.

As a diff, the version that Lean accepts:

```diff
@@ -36,8 +36,8 @@
     · intro p q hp hq
       refine ⟨by rw [map_add, Finsupp.add_apply, hp.1, hq.1, add_zero], fun m => ?_⟩
-      rw [map_add, Finsupp.add_apply, Finsupp.add_apply, hp.2, hq.2, mul_add]
+      rw [map_add raise p q, Finsupp.add_apply, Finsupp.add_apply, hp.2, hq.2, mul_add]
     · intro k z
       rw [raise, Finsupp.linearCombination_single]
-      refine ⟨by simp [Finsupp.single_apply], fun m => ?_⟩
+      refine ⟨by simp, fun m => ?_⟩
       rw [Finsupp.smul_apply, smul_eq_mul, Finsupp.single_apply, Finsupp.single_apply]
       simp only [add_left_inj]
```
